# A bound on the mixed-estimator error for an exact ground state, from the trial energy, the gap and the spread of the observable

Q: When it has no fixed-node error, diffusion Monte Carlo gives me, up to time-step and statistical errors, \(\langle\varphi,A\psi\rangle/\langle\varphi,\psi\rangle\), with \(\varphi\) the normalised ground state and \(\psi\) my trial state, when I want \(a=\langle\varphi,A\varphi\rangle\). You claim to bound the difference using the energy gap. What does "gap" mean in your statement?

A: It means that every state \(v\) orthogonal to \(\varphi\) satisfies \(\langle v,Hv\rangle\ge E_1\|v\|^2\). I chose this energy inequality over a list of eigenvalues because it is what the derivation uses, and it makes sense in any dimension. In finite dimension it follows from the eigenvalues, as a separate theorem shows.

The states live in a complex inner product space `V`, with the inner product conjugate-linear in its first slot, as in Dirac notation.

```lean
import Mathlib

open scoped InnerProductSpace ComplexConjugate

namespace MixedEstimator

noncomputable section

variable {V : Type*} [NormedAddCommGroup V] [InnerProductSpace ℂ V]
```

Q: And the estimates themselves?

A: There are two. The variational one is the Rayleigh quotient, so `expect H ψ` is the trial energy \(E\). It divides by \(\|\psi\|^2\), so \(\psi\) need not be normalised.

```lean
/-- The variational estimate `⟨ψ, A ψ⟩ / ⟨ψ, ψ⟩` (real part), for a nonzero state `ψ`. -/
def expect (A : V →ₗ[ℂ] V) (ψ : V) : ℝ := (⟪ψ, A ψ⟫_ℂ).re / ‖ψ‖ ^ 2
```

The mixed one is a complex number in general. A bound on the modulus of its error also bounds the error of its real part.

```lean
/-- The mixed estimate `⟨φ, A ψ⟩ / ⟨φ, ψ⟩`, for states `φ` and `ψ` with nonzero overlap. -/
def mixed (A : V →ₗ[ℂ] V) (φ ψ : V) : ℂ := ⟪φ, A ψ⟫_ℂ / ⟪φ, ψ⟫_ℂ
```

The observable enters the bound through the vector \((A-a)\varphi\). For Hermitian \(A\) and unit \(\varphi\), its norm is the standard deviation of \(A\) in the ground state.

```lean
/-- The fluctuation vector `(A - a) φ` with `a = ⟨φ, A φ⟩`. -/
def fluct (A : V →ₗ[ℂ] V) (φ : V) : V := A φ - ⟪φ, A φ⟫_ℂ • φ
```

Q: Show me where the error comes from.

A: Put \(c=\langle\varphi,\psi\rangle\) and \(\chi=\psi-c\varphi\), so that \(\langle\varphi,\chi\rangle=0\). Then

\[
\langle\varphi,A\psi\rangle=ca+\langle\varphi,A\chi\rangle
=ca+\langle A\varphi,\chi\rangle
=ca+\langle(A-a)\varphi,\chi\rangle .
\]

The second step uses that \(A\) is Hermitian. The third uses that \(\chi\) is orthogonal to \(\varphi\). Dividing by \(c\neq0\) gives

\[
\frac{\langle\varphi,A\psi\rangle}{\langle\varphi,\psi\rangle}-a=\frac{\langle(A-a)\varphi,\chi\rangle}{c}.
\]

In Lean, `IsSymmetric` says that an operator can be moved across the inner product. The proof expands the inner product on the right, uses this property to identify it with \(\langle\varphi,A\psi\rangle-ca\), and divides by \(c\).

```lean
/-- For Hermitian `A` and a unit vector `φ` that overlaps with `ψ`, the error of the mixed estimate
is the overlap of `(A - a) φ` with the part of `ψ` orthogonal to `φ`, divided by `⟨φ, ψ⟩`. -/
theorem mixed_sub {A : V →ₗ[ℂ] V} {φ ψ : V} (hA : A.IsSymmetric) (hφ : ‖φ‖ = 1)
    (h : ⟪φ, ψ⟫_ℂ ≠ 0) :
    mixed A φ ψ - ⟪φ, A φ⟫_ℂ = ⟪fluct A φ, ψ - ⟪φ, ψ⟫_ℂ • φ⟫_ℂ / ⟪φ, ψ⟫_ℂ := by
  have h1 : ⟪φ, φ⟫_ℂ = 1 := by rw [inner_self_eq_norm_sq_to_K, hφ]; simp
  have key : ⟪fluct A φ, ψ - ⟪φ, ψ⟫_ℂ • φ⟫_ℂ = ⟪φ, A ψ⟫_ℂ - ⟪φ, ψ⟫_ℂ * ⟪φ, A φ⟫_ℂ := by
    simp only [fluct, inner_sub_left, inner_sub_right, inner_smul_left, inner_smul_right, h1,
      hA φ ψ, hA φ φ]
    ring
  rw [key, mixed, sub_div, mul_div_cancel_left₀ _ h]
```

Q: So you need to control \(\|\chi\|/|c|\). How does the energy do that?

A: First, the energy has no cross terms. Since \(H\) is Hermitian and \(H\varphi=E_0\varphi\), we have \(\langle\varphi,H\chi\rangle=E_0\langle\varphi,\chi\rangle=0\), and likewise \(\langle\chi,H\varphi\rangle=0\). Hence

\[
\langle\psi,H\psi\rangle=E_0|c|^2+\langle\chi,H\chi\rangle .
\]

```lean
/-- For Hermitian `H` with unit eigenvector `φ` of energy `E0`, the energy form of `c φ + χ` with
`χ` orthogonal to `φ` has no cross terms. -/
theorem energy_split {H : V →ₗ[ℂ] V} {φ χ : V} {E0 : ℝ} (hH : H.IsSymmetric) (hφ : ‖φ‖ = 1)
    (hE : H φ = (E0 : ℂ) • φ) (hχ : ⟪φ, χ⟫_ℂ = 0) (c : ℂ) :
    (⟪c • φ + χ, H (c • φ + χ)⟫_ℂ).re = E0 * ‖c‖ ^ 2 + (⟪χ, H χ⟫_ℂ).re := by
  have h1 : ⟪φ, φ⟫_ℂ = 1 := by rw [inner_self_eq_norm_sq_to_K, hφ]; simp
  have h2 : ⟪φ, H χ⟫_ℂ = 0 := by rw [← hH φ χ, hE, inner_smul_left, hχ, mul_zero]
  have h3 : ⟪χ, φ⟫_ℂ = 0 := inner_eq_zero_symm.mp hχ
  have key : ⟪c • φ + χ, H (c • φ + χ)⟫_ℂ = ((E0 * ‖c‖ ^ 2 : ℝ) : ℂ) + ⟪χ, H χ⟫_ℂ := by
    simp only [map_add, map_smul, hE, inner_add_left, inner_add_right, inner_smul_left,
      inner_smul_right, h1, h2, h3]
    push_cast
    linear_combination (E0 : ℂ) * Complex.conj_mul' c
  rw [key, Complex.add_re, Complex.ofReal_re]
```

Now insert \(\langle\psi,H\psi\rangle=E\|\psi\|^2\), \(\|\psi\|^2=|c|^2+\|\chi\|^2\) and the gap inequality for \(\chi\):

\[
E\,(|c|^2+\|\chi\|^2)\ge E_0|c|^2+E_1\|\chi\|^2,
\qquad\text{so}\qquad
(E_1-E)\|\chi\|^2\le(E-E_0)|c|^2 .
\]

If \(c\) were zero, \(\chi=\psi\) would be nonzero. The left side would then be positive and the right side zero, which is impossible when \(E<E_1\). So \(c\neq0\), and Cauchy–Schwarz gives

\[
\left|\frac{\langle\varphi,A\psi\rangle}{\langle\varphi,\psi\rangle}-a\right|
\le\|(A-a)\varphi\|\,\frac{\|\chi\|}{|c|}
\le\|(A-a)\varphi\|\sqrt{\frac{E-E_0}{E_1-E}} .
\]

Q: Does the Lean theorem assume the overlap is nonzero?

A: No, it proves it, as the first half of the conclusion. That matters because Lean assigns the value 0 to a division by zero, so a bound alone would not show that the estimate is meaningful. The hypotheses are that `H` and `A` are Hermitian, `φ` is a unit eigenvector with energy `E0`, `gap` holds, and `ψ` is nonzero with energy below `E1`. The name `hE` belongs to the eigenvalue equation, not to the trial energy, which the proof abbreviates as `e`.

In the proof, `bal` is the energy balance and `hc0` the argument by contradiction. The closing `calc` applies Cauchy–Schwarz through `norm_inner_le_norm`, then compares squares to reach the square root.

```lean
/-- Let Hermitian `H` have the unit eigenvector `φ` of energy `E0`, and energy at least `E1` on
all states orthogonal to `φ`. A nonzero trial state `ψ` of energy `E < E1` overlaps with `φ`, and
for Hermitian `A` its mixed estimate has error at most `‖(A - a) φ‖ √((E - E0) / (E1 - E))`. -/
theorem mixed_error_le {H A : V →ₗ[ℂ] V} {φ ψ : V} {E0 E1 : ℝ} (hH : H.IsSymmetric)
    (hA : A.IsSymmetric) (hφ : ‖φ‖ = 1) (hE : H φ = (E0 : ℂ) • φ)
    (gap : ∀ v, ⟪φ, v⟫_ℂ = 0 → E1 * ‖v‖ ^ 2 ≤ (⟪v, H v⟫_ℂ).re)
    (hψ : ψ ≠ 0) (hlt : expect H ψ < E1) :
    ⟪φ, ψ⟫_ℂ ≠ 0 ∧ ‖mixed A φ ψ - ⟪φ, A φ⟫_ℂ‖ ≤
      ‖fluct A φ‖ * √((expect H ψ - E0) / (E1 - expect H ψ)) := by
  have h1 : ⟪φ, φ⟫_ℂ = 1 := by rw [inner_self_eq_norm_sq_to_K, hφ]; simp
  have hpos : 0 < ‖ψ‖ ^ 2 := pow_pos (norm_pos_iff.2 hψ) 2
  -- split the trial state into its ground-state part and the rest
  obtain ⟨c, hc⟩ : ∃ c, c = ⟪φ, ψ⟫_ℂ := ⟨_, rfl⟩
  obtain ⟨χ, hχ⟩ : ∃ χ, χ = ψ - c • φ := ⟨_, rfl⟩
  obtain ⟨e, he⟩ : ∃ e, e = expect H ψ := ⟨_, rfl⟩
  rw [← he] at hlt ⊢
  have horth : ⟪φ, χ⟫_ℂ = 0 := by
    rw [hχ, inner_sub_right, inner_smul_right, h1, ← hc]; ring
  have hdec : ψ = c • φ + χ := by rw [hχ]; abel
  have hN : ‖ψ‖ ^ 2 = ‖c‖ ^ 2 + ‖χ‖ ^ 2 := by
    have h := norm_add_sq_eq_norm_sq_add_norm_sq_of_inner_eq_zero (𝕜 := ℂ) (c • φ) χ
      (by rw [inner_smul_left, horth, mul_zero])
    rw [← hdec, norm_smul, hφ] at h
    linarith
  have hS : (⟪ψ, H ψ⟫_ℂ).re = E0 * ‖c‖ ^ 2 + (⟪χ, H χ⟫_ℂ).re := by
    rw [hdec]; exact energy_split hH hφ hE horth c
  have hen : e * ‖ψ‖ ^ 2 = (⟪ψ, H ψ⟫_ℂ).re := by
    rw [he, expect]; exact div_mul_cancel₀ _ hpos.ne'
  -- energy balance between the two parts
  have bal : (E1 - e) * ‖χ‖ ^ 2 ≤ (e - E0) * ‖c‖ ^ 2 := by
    rw [hN, hS] at hen
    linarith [gap χ horth]
  have hc0 : c ≠ 0 := by
    intro h0
    rw [h0, norm_zero] at bal hN
    have hx : 0 < ‖χ‖ ^ 2 := by linarith
    linarith [mul_pos (sub_pos.2 hlt) hx]
  have hne : ⟪φ, ψ⟫_ℂ ≠ 0 := by rw [← hc]; exact hc0
  refine ⟨hne, ?_⟩
  rw [mixed_sub hA hφ hne, ← hc, ← hχ, norm_div]
  -- Cauchy-Schwarz, then the energy balance
  calc ‖⟪fluct A φ, χ⟫_ℂ‖ / ‖c‖ ≤ ‖fluct A φ‖ * ‖χ‖ / ‖c‖ := by
        gcongr
        exact norm_inner_le_norm _ _
    _ = ‖fluct A φ‖ * (‖χ‖ / ‖c‖) := mul_div_assoc _ _ _
    _ ≤ ‖fluct A φ‖ * √((e - E0) / (E1 - e)) := by
        refine mul_le_mul_of_nonneg_left (Real.le_sqrt_of_sq_le ?_) (norm_nonneg _)
        rw [div_pow, div_le_div_iff₀ (pow_pos (norm_pos_iff.2 hc0) 2) (sub_pos.2 hlt)]
        linarith
```

Q: I know my Hamiltonian by its spectrum. How do I get `gap`?

A: In finite dimension, it is enough that every eigenvector orthogonal to \(\varphi\) has eigenvalue at least \(E_1\). This is the textbook condition: if \(E_0\) is simple and the other eigenvalues are at least \(E_1\), each such eigenvector belongs to one of those others.

Take an orthonormal eigenbasis \(b_i\) with eigenvalues \(l_i\). For \(v\) orthogonal to \(\varphi\),

\[
\langle v,Hv\rangle=\sum_i l_i|\langle b_i,v\rangle|^2,\qquad
\|v\|^2=\sum_i|\langle b_i,v\rangle|^2 .
\]

It remains to compare term by term. The basis that Lean supplies need not contain \(\varphi\), so form \(w_i=b_i-\langle\varphi,b_i\rangle\varphi\). If \(w_i=0\), then \(b_i\) is a multiple of \(\varphi\) and its term vanishes. Otherwise, Hermiticity gives \(E_0\langle\varphi,b_i\rangle=l_i\langle\varphi,b_i\rangle\), so \(Hw_i=l_iw_i\). Since \(w_i\) is orthogonal to \(\varphi\), \(l_i\ge E_1\). The `by_cases` in the proof separates these two cases.

```lean
/-- In finite dimension, if `φ` is a unit eigenvector of Hermitian `H` and all eigenvectors
orthogonal to `φ` have eigenvalue at least `E1`, then all states orthogonal to `φ` have energy at
least `E1`. -/
theorem gap_of_eigenvalues [FiniteDimensional ℂ V] {H : V →ₗ[ℂ] V} {φ : V} {E0 E1 : ℝ}
    (hH : H.IsSymmetric) (hφ : ‖φ‖ = 1) (hE : H φ = (E0 : ℂ) • φ)
    (hgap : ∀ (μ : ℝ) (w : V), w ≠ 0 → ⟪φ, w⟫_ℂ = 0 → H w = (μ : ℂ) • w → E1 ≤ μ)
    (v : V) (hv : ⟪φ, v⟫_ℂ = 0) : E1 * ‖v‖ ^ 2 ≤ (⟪v, H v⟫_ℂ).re := by
  have h1 : ⟪φ, φ⟫_ℂ = 1 := by rw [inner_self_eq_norm_sq_to_K, hφ]; simp
  obtain ⟨b, l, hb⟩ : ∃ (b : OrthonormalBasis (Fin (Module.finrank ℂ V)) ℂ V)
      (l : Fin (Module.finrank ℂ V) → ℝ), ∀ i, H (b i) = (l i : ℂ) • b i :=
    ⟨hH.eigenvectorBasis rfl, hH.eigenvalues rfl, fun i => hH.apply_eigenvectorBasis rfl i⟩
  rw [← b.sum_sq_norm_inner_right v, ← b.sum_inner_mul_inner v (H v), Complex.re_sum,
    Finset.mul_sum]
  refine Finset.sum_le_sum fun i _ => ?_
  have hterm : ⟪v, b i⟫_ℂ * ⟪b i, H v⟫_ℂ = ((l i * ‖⟪b i, v⟫_ℂ‖ ^ 2 : ℝ) : ℂ) := by
    rw [← hH (b i) v, hb i, inner_smul_left, ← inner_conj_symm v (b i), Complex.conj_ofReal]
    push_cast
    linear_combination (l i : ℂ) * Complex.conj_mul' ⟪b i, v⟫_ℂ
  rw [hterm, Complex.ofReal_re]
  -- remove the `φ` component from the eigenvector `b i`
  by_cases hw : b i - ⟪φ, b i⟫_ℂ • φ = 0
  · have h0 : ⟪b i, v⟫_ℂ = 0 := by
      rw [sub_eq_zero.1 hw, inner_smul_left, hv, mul_zero]
    simp [h0]
  · have h := hH φ (b i)
    rw [hE, hb, inner_smul_left, inner_smul_right, Complex.conj_ofReal] at h
    refine mul_le_mul_of_nonneg_right (hgap (l i) _ hw ?_ ?_) (sq_nonneg _)
    · rw [inner_sub_right, inner_smul_right, h1]; ring
    · rw [map_sub, map_smul, hb, hE, smul_sub, smul_smul, smul_smul, mul_comm _ (E0 : ℂ), h]
```

Q: My mixed energy has no such bias. Does your formalism know that?

A: Yes. If \(A\varphi=a\varphi\) with \(a\) real, then \(\langle\varphi,A\psi\rangle=\langle A\varphi,\psi\rangle=a\langle\varphi,\psi\rangle\), and the overlap cancels. Taking \(A=H\) gives exactly \(E_0\) for every trial state that overlaps with \(\varphi\).

```lean
/-- If `φ` is an eigenvector of Hermitian `A` with real eigenvalue `a`, the mixed estimate equals
`a` for every trial state that overlaps with `φ`. -/
theorem mixed_eq_of_eigenvector {A : V →ₗ[ℂ] V} {φ ψ : V} {a : ℝ} (hA : A.IsSymmetric)
    (ha : A φ = (a : ℂ) • φ) (h : ⟪φ, ψ⟫_ℂ ≠ 0) : mixed A φ ψ = a := by
  rw [mixed, ← hA φ ψ, ha, inner_smul_left, Complex.conj_ofReal, mul_div_cancel_right₀ _ h]
```

Q: For other observables I use twice the mixed estimate minus the variational one. What can you say about that?

A: There is an exact error formula. Divide the trial state by its nonzero overlap \(c\), which changes neither estimate. It becomes \(\varphi+\chi\), where \(\chi\) now stands for the former \(\chi/c\). Write \(m=\operatorname{Re}\langle\varphi,A\chi\rangle\), \(d=\langle\chi,A\chi\rangle\) and \(s=\|\chi\|^2\). The mixed estimate has real part \(a+m\), and the variational one is \((a+2m+d)/(1+s)\). Therefore

\[
2(a+m)-\frac{a+2m+d}{1+s}-a=\frac{s(a+2m)-d}{1+s}.
\]

The first-order terms cancel. The Lean proof computes the norm, identifies the two cross terms by Hermiticity, and clears the denominator.

```lean
/-- For Hermitian `A`, unit `φ` and `χ` orthogonal to `φ`, the extrapolated estimate (twice the
mixed minus the variational one) in `φ + χ` has an error with no term of first order in `χ`. -/
theorem extrapolated_error {A : V →ₗ[ℂ] V} {φ χ : V} (hA : A.IsSymmetric) (hφ : ‖φ‖ = 1)
    (hχ : ⟪φ, χ⟫_ℂ = 0) :
    2 * (mixed A φ (φ + χ)).re - expect A (φ + χ) - (⟪φ, A φ⟫_ℂ).re =
      (‖χ‖ ^ 2 * ((⟪φ, A φ⟫_ℂ).re + 2 * (⟪φ, A χ⟫_ℂ).re) - (⟪χ, A χ⟫_ℂ).re)
        / (1 + ‖χ‖ ^ 2) := by
  have h1 : ⟪φ, φ⟫_ℂ = 1 := by rw [inner_self_eq_norm_sq_to_K, hφ]; simp
  have hN : ‖φ + χ‖ ^ 2 = 1 + ‖χ‖ ^ 2 := by
    have h := norm_add_sq_eq_norm_sq_add_norm_sq_of_inner_eq_zero (𝕜 := ℂ) φ χ hχ
    rw [hφ] at h
    linarith
  have hs : (⟪χ, A φ⟫_ℂ).re = (⟪φ, A χ⟫_ℂ).re := by
    rw [← hA φ χ, ← inner_conj_symm χ (A φ), Complex.conj_re]
  have hpos : (1 + ‖χ‖ ^ 2 : ℝ) ≠ 0 := by positivity
  rw [mixed, expect, hN, inner_add_right φ φ χ, h1, hχ, add_zero, div_one, map_add]
  simp only [inner_add_left, inner_add_right, Complex.add_re, hs]
  rw [eq_div_iff hpos, sub_mul, sub_mul, div_mul_cancel₀ _ hpos]
  ring
```

Q: Is the main bound ever attained, or is it just safe?

A: It is attained in a two-level system. The observable has diagonal entries \(p,q\) and a real coupling \(g\).

```lean
/-- The two-level operator with diagonal entries `p`, `q` and real coupling `g`. -/
def twoLevel (p q g : ℝ) : EuclideanSpace ℂ (Fin 2) →ₗ[ℂ] EuclideanSpace ℂ (Fin 2) where
  toFun v := !₂[(p : ℂ) * v 0 + g * v 1, (g : ℂ) * v 0 + q * v 1]
  map_add' u v := by ext i; fin_cases i <;> simp <;> ring
  map_smul' c v := by ext i; fin_cases i <;> simp <;> ring
```

The Hamiltonian is the uncoupled case with levels \(E_0,E_1\), and for \(E_0<E_1\) the ground state is \((1,0)\). The next theorem checks Hermiticity, normalisation, the eigenvalue equation and the gap inequality by components.

```lean
/-- The operators `twoLevel p q g` are Hermitian, and the uncoupled one with levels `E0`, `E1` and
the state `(1, 0)` meet the eigenvector and gap hypotheses of `mixed_error_le`. -/
theorem twoLevel_witness (E0 E1 : ℝ) :
    (∀ p q g, (twoLevel p q g).IsSymmetric) ∧ ‖!₂[(1 : ℂ), 0]‖ = 1 ∧
    twoLevel E0 E1 0 !₂[(1 : ℂ), 0] = (E0 : ℂ) • !₂[(1 : ℂ), 0] ∧
    ∀ v, ⟪!₂[(1 : ℂ), 0], v⟫_ℂ = 0 → E1 * ‖v‖ ^ 2 ≤ (⟪v, twoLevel E0 E1 0 v⟫_ℂ).re := by
  refine ⟨fun p q g x y => ?_, ?_, ?_, fun v hv => le_of_eq ?_⟩
  · simp [twoLevel, PiLp.inner_apply, Fin.sum_univ_two]
    ring
  · simp [EuclideanSpace.norm_eq, Fin.sum_univ_two]
  · ext i; fin_cases i <;> simp [twoLevel]
  · have h0 : v 0 = 0 := by simpa [PiLp.inner_apply, Fin.sum_univ_two] using hv
    rw [EuclideanSpace.norm_sq_eq]
    simp only [Fin.sum_univ_two, ← Complex.normSq_eq_norm_sq, Complex.normSq_apply]
    simp [twoLevel, PiLp.inner_apply, Fin.sum_univ_two, h0]
    ring
```

Take the trial state \((1,t)\) with \(t\) real; normalised, it is \((1,t)/\sqrt{1+t^2}\). For \(E_0<E_1\),

\[
E=\frac{E_0+t^2E_1}{1+t^2}<E_1,\qquad \frac{E-E_0}{E_1-E}=t^2 .
\]

The mixed estimate is \(p+gt\) and \(a=p\), so the error has modulus \(|gt|\). Since \((A-a)\varphi=(0,g)\), the bound is \(|g||t|\), the same number. In the proof, `hr` is the energy ratio, `hm` the error and `hf` the fluctuation vector.

```lean
/-- For levels `E0 < E1` and any real `t`, the trial state `(1, t)` has energy below `E1`, and every
observable `twoLevel p q g` attains equality in the error bound of `mixed_error_le`. -/
theorem mixed_error_sharp {E0 E1 : ℝ} (h : E0 < E1) (p q g t : ℝ) :
    let e := expect (twoLevel E0 E1 0) !₂[(1 : ℂ), (t : ℂ)]
    let φ := !₂[(1 : ℂ), 0]
    let A := twoLevel p q g
    e < E1 ∧ ‖mixed A φ !₂[(1 : ℂ), (t : ℂ)] - ⟪φ, A φ⟫_ℂ‖ =
      ‖fluct A φ‖ * √((e - E0) / (E1 - e)) := by
  intro e φ A
  have hp : (0 : ℝ) < 1 + t ^ 2 := by positivity
  have he : e = (E0 + t ^ 2 * E1) / (1 + t ^ 2) := by
    simp only [e, expect, EuclideanSpace.norm_sq_eq]
    simp [twoLevel, PiLp.inner_apply, Fin.sum_univ_two]
    ring
  have hlt : e < E1 := by
    rw [he, div_lt_iff₀ hp]
    linarith
  have hr : (e - E0) / (E1 - e) = t ^ 2 := by
    rw [div_eq_iff (sub_pos.2 hlt).ne']
    have h2 : e * (1 + t ^ 2) = E0 + t ^ 2 * E1 := by rw [he, div_mul_cancel₀ _ hp.ne']
    linarith
  have hm : mixed A φ !₂[(1 : ℂ), (t : ℂ)] - ⟪φ, A φ⟫_ℂ = ((g * t : ℝ) : ℂ) := by
    simp [mixed, A, φ, twoLevel, PiLp.inner_apply, Fin.sum_univ_two]
  have hf : fluct A φ = !₂[(0 : ℂ), (g : ℂ)] := by
    ext i; fin_cases i <;> simp [fluct, A, φ, twoLevel, PiLp.inner_apply, Fin.sum_univ_two]
  have hg : ‖!₂[(0 : ℂ), (g : ℂ)]‖ = |g| := by
    simp [EuclideanSpace.norm_eq, Fin.sum_univ_two, Real.sqrt_sq_eq_abs]
  refine ⟨hlt, ?_⟩
  rw [hm, hf, hg, hr, Real.sqrt_sq_eq_abs, Complex.norm_real, Real.norm_eq_abs, abs_mul]

end

end MixedEstimator
```

```lean
#print axioms MixedEstimator.mixed_error_le
#print axioms MixedEstimator.mixed_eq_of_eigenvector
#print axioms MixedEstimator.extrapolated_error
#print axioms MixedEstimator.mixed_error_sharp
```

```
'MixedEstimator.mixed_error_le' depends on axioms: [propext, Classical.choice, Quot.sound]
'MixedEstimator.mixed_eq_of_eigenvector' depends on axioms: [propext, Classical.choice, Quot.sound]
'MixedEstimator.extrapolated_error' depends on axioms: [propext, Classical.choice, Quot.sound]
'MixedEstimator.mixed_error_sharp' depends on axioms: [propext, Classical.choice, Quot.sound]
```

Q: I would have written \(E_1-E_0\) under the root.

A: That denominator belongs to a different quantity, the excited weight \(\|\chi\|^2/\|\psi\|^2\), which is at most \((E-E_0)/(E_1-E_0)\). The mixed estimate divides by the overlap, so it needs \(\|\chi\|^2/|c|^2\). In the two-level system your version would give \(|gt|/\sqrt{1+t^2}\), which is too small whenever \(gt\neq0\).

Q: Then can I put this error bar on my production run?

A: Only if the run projects onto the exact ground state, as the theorem assumes. A fixed-node run generally projects onto a state that is not an eigenvector of \(H\), and time-step and statistical errors come on top. For \(E_1\) you need the first excited energy, or a lower bound on it that still exceeds \(E\); an overestimate can make the error bar too small. You also need the ground-state spread \(\|(A-a)\varphi\|\), or an upper bound on it, which the mixed estimate of \(A\) does not supply. Also, `H` and `A` must act on all of `V` and map it to itself, which suits a finite-basis Hamiltonian but not a Coulomb Hamiltonian on its usual domain. For a finite-basis electronic-structure problem, with \(\varphi\) the exact ground state in that basis and the trial energy below \(E_1\), the theorem bounds the mixed-estimator bias of observables such as a component of the dipole moment.
